# For two hydrogen 1s functions at separation R, one minus the overlap lies between R²/6 − R⁴/24 and R²/6

Two normalised hydrogen 1s functions a distance `R` apart, in atomic units, have the overlap S(R) = exp(−R)(1 + R + R²/3), which the file takes as its definition of `overlap`. The lemma `one_sub_overlap_bounds` states that R²/6 − R⁴/24 ≤ 1 − S(R) ≤ R²/6 for every R ≥ 0. For each bound, the attempt takes the difference of the two sides as a function of the separation, and shows that it vanishes at the origin and has nonnegative slope to the right of it. The slope for the lower bound needs an auxiliary estimate, 1 − x²/2 ≤ exp(−x)(1 + x) for x ≥ 0, which is proved in the same way.

The failing Lean file:

```lean
import Mathlib

open Filter Topology Matrix

namespace HydrogenOverlapCancellation

noncomputable section

/-- The overlap of two hydrogen 1s functions at separation `R`, in atomic units. -/
def overlap (R : ℝ) : ℝ := Real.exp (-R) * (1 + R + R ^ 2 / 3)

/-- A function that vanishes at the origin and has nonnegative slope to the right of it
is nonnegative there. -/
theorem nonneg_of_slope_nonneg {f f' : ℝ → ℝ} (h0 : f 0 = 0)
    (hd : ∀ x, HasDerivAt f (f' x) x) (hp : ∀ x, 0 ≤ x → 0 ≤ f' x)
    {x : ℝ} (hx : 0 ≤ x) : 0 ≤ f x := by
  have hm : MonotoneOn f (Set.Ici 0) :=
    monotoneOn_of_deriv_nonneg (convex_Ici 0)
      (fun y _ => (hd y).continuousAt.continuousWithinAt)
      (fun y _ => (hd y).differentiableAt.differentiableWithinAt)
      (fun y hy => by
        rw [(hd y).deriv]
        exact hp y (interior_subset hy))
  have h := hm (Set.mem_Ici.2 le_rfl) (Set.mem_Ici.2 hx) hx
  rwa [h0] at h

/-- The slope of the overlap is `-exp(-R) R (1 + R) / 3`. -/
theorem hasDerivAt_overlap (R : ℝ) :
    HasDerivAt overlap (-(Real.exp (-R) * (R * (1 + R) / 3))) R := by
  have he := ((hasDerivAt_id' R).fun_neg).exp
  have hs : HasDerivAt (fun y : ℝ => y ^ 2) (2 * R) R := by
    simpa using hasDerivAt_pow 2 R
  have hp := ((hasDerivAt_id' R).const_add 1).fun_add (hs.div_const 3)
  exact (he.fun_mul hp).congr_deriv (by ring)

/-- The antibonding denominator satisfies `R²/6 - R⁴/24 ≤ 1 - S(R) ≤ R²/6`. -/
theorem one_sub_overlap_bounds {R : ℝ} (hR : 0 ≤ R) :
    R ^ 2 / 6 - R ^ 4 / 24 ≤ 1 - overlap R ∧ 1 - overlap R ≤ R ^ 2 / 6 := by
  have hs : ∀ x : ℝ, HasDerivAt (fun y : ℝ => y ^ 2) (2 * x) x := fun x => by
    simpa using hasDerivAt_pow 2 x
  have hf : ∀ x : ℝ, HasDerivAt (fun y : ℝ => y ^ 4) (4 * x ^ 3) x := fun x => by
    simpa using hasDerivAt_pow 4 x
  have hS0 : overlap 0 = 1 := by simp [overlap]
  -- an auxiliary estimate for the slope: 1 - x²/2 ≤ exp(-x) (1 + x)
  have haux : ∀ x : ℝ, 0 ≤ x → 0 ≤ Real.exp (-x) * (1 + x) + x ^ 2 / 2 - 1 := by
    intro x hx
    refine nonneg_of_slope_nonneg
      (f := fun y => Real.exp (-y) * (1 + y) + y ^ 2 / 2 - 1)
      (f' := fun y => y * (1 - Real.exp (-y))) (by simp) (fun y => ?_) (fun y hy => ?_) hx
    · have he := ((hasDerivAt_id' y).fun_neg).exp
      have h := ((he.fun_mul ((hasDerivAt_id' y).const_add 1)).fun_add
        ((hs y).div_const 2)).sub_const 1
      exact h.congr_deriv (by ring)
    · have h1 : Real.exp (-y) ≤ 1 := Real.exp_le_one_iff.2 (by linarith)
      exact mul_nonneg hy (by linarith)
  constructor
  · have h := nonneg_of_slope_nonneg
      (f := fun y => y ^ 4 / 24 - y ^ 2 / 6 + 1 - overlap y)
      (f' := fun y => y / 3 * (Real.exp (-y) * (1 + y) + y ^ 2 / 2 - 1))
      (by simp [hS0])
      (fun y => (((((hf y).div_const 24).fun_sub ((hs y).div_const 6)).add_const 1).fun_sub
        (hasDerivAt_overlap y)).congr_deriv (by ring))
      (fun y hy => mul_nonneg (by positivity) (haux y hy)) hR
    dsimp only at h
    linarith
  · have h := nonneg_of_slope_nonneg
      (f := fun y => y ^ 2 / 6 - 1 + overlap y)
      (f' := fun y => y / 3 * (1 - Real.exp (-y) * (1 + y)))
      (by simp [hS0])
      (fun y => ((((hs y).div_const 6).sub_const 1).fun_add
        (hasDerivAt_overlap y)).congr_deriv (by ring))
      (fun y hy => by
        have h1 : Real.exp (-y) * (1 + y) ≤ Real.exp (-y) * Real.exp y :=
          mul_le_mul_of_nonneg_left (by linarith [Real.add_one_le_exp y]) (Real.exp_pos _).le
        rw [← Real.exp_add, neg_add_cancel, Real.exp_zero] at h1
        exact mul_nonneg (by positivity) (by linarith)) hR
    dsimp only at h
    linarith

end

end HydrogenOverlapCancellation
```

Messages:

```
Main.lean:64:4: error: `dsimp` made no progress
Main.lean:77:4: error: `dsimp` made no progress
```

What went wrong. Both messages say that `dsimp only at h` found nothing to change in `h`, which Lean treats as an error. The step was there to apply the explicit function given as `f` to `R`, in case `h` still read `0 ≤ (fun y => ...) R`. But Lean had already carried out that substitution when it formed the type of `h`. In the first case `h` already says `0 ≤ R ^ 4 / 24 - R ^ 2 / 6 + 1 - overlap R`, and in the second `0 ≤ R ^ 2 / 6 - 1 + overlap R`. With no lemmas supplied, `dsimp only` had nothing left to reduce.

The diff deletes the two calls, one in each half of the proof. Each goal is then a linear rearrangement of its `h`, with the powers of `R` and `overlap R` treated as separate quantities, and `linarith` closes it directly. The inequalities and the argument for them are unchanged.

The mended proof, as a diff:

```diff
@@ -62,5 +62,4 @@
         (hasDerivAt_overlap y)).congr_deriv (by ring))
       (fun y hy => mul_nonneg (by positivity) (haux y hy)) hR
-    dsimp only at h
     linarith
   · have h := nonneg_of_slope_nonneg
@@ -75,5 +74,4 @@
         rw [← Real.exp_add, neg_add_cancel, Real.exp_zero] at h1
         exact mul_nonneg (by positivity) (by linarith)) hR
-    dsimp only at h
     linarith
 
```
